# Linearized moiré with principal strains e and −νe (e, ν > 0) turns into stripes exactly when θ² = νe²

Stretch one layer of a bilayer by a small strain e > 0 along x, squeeze it by the same e along y, and twist it by the angle θ = e. To first order, the displacement of this layer relative to the other at position r is D r, with

D = [ e, −e ; e, −e ]

where the semicolon separates the rows. This matrix sends the vector (1, 1) to zero. Along that diagonal the stacking never changes, so I get stripes where I expected moiré cells.

That puzzles me, because the strain alone gives ordinary cells and so does the twist alone. Is the cancellation an accident of the equal and opposite strains? What happens in a sheet that contracts by less than it is stretched, with the strain axes at some arbitrary angle? And does the pattern survive in one direction, or can it vanish altogether?

## When the principal strains have opposite signs, a twist can cancel their contribution to the determinant

It is not an accident. Whenever the two principal strains have opposite signs, the strain contributes a negative amount to det D and the twist a positive one, so some twist makes them cancel. At that twist one direction of variation survives.

Let S be the relative strain, a real symmetric 2×2 matrix with entries S₀₀, S₀₁, S₁₀, S₁₁, and let J = [ 0, −1 ; 1, 0 ] be the quarter turn, which generates rotations. The linearized relative deformation is

D = S + θJ = [ S₀₀, S₀₁ − θ ; S₁₀ + θ, S₁₁ ].

Its determinant is

det D = S₀₀S₁₁ − (S₀₁ − θ)(S₁₀ + θ)
= det S + θ(S₁₀ − S₀₁) + θ².

Symmetry of S removes the linear term, which leaves

det D = det S + θ².

Next, det S has to be expressed through the principal strains, whatever the orientation of their axes. A principal strain c has a nonzero vector v with S v = c v, that is,

(S₀₀ − c)v₀ + S₀₁v₁ = 0,
S₁₀v₀ + (S₁₁ − c)v₁ = 0.

Write p(c) = (S₀₀ − c)(S₁₁ − c) − S₀₁S₁₀. Multiplying the first equation by S₁₁ − c and subtracting S₀₁ times the second gives p(c)v₀ = 0. Eliminating v₀ in the same way gives p(c)v₁ = 0. Since v is not zero, p(c) = 0. For two distinct principal strains a and b,

0 = p(a) − p(b) = (a − b)(a + b − S₀₀ − S₁₁),

so S₀₀ + S₁₁ = a + b. Putting this back into p(a) = 0 gives

det S = a(a + b) − a² = ab.

Now take a = e and b = −νe with e, ν > 0. For a layer under uniaxial tension, ν is Poisson's ratio, the lateral contraction divided by the stretch. The two strains have opposite signs and are therefore distinct, so det S = −νe² and

det D = θ² − νe².

Thus D is singular exactly when θ² = νe². Your example is ν = 1. With ν = 1/4 and a strain of one per cent, the critical twist is 0.005 radians, in either sense of rotation.

To see what this does to the pattern, take a reciprocal vector G of the layers. Its moiré phase at r is G · (D r). Moving by s along a direction t changes the phase by

G · (D(r + s t)) − G · (D r) = s G · (D t).

If D t = 0, no phase changes. Conversely, suppose that no phase changes for any reciprocal vector. The change is linear in G and the reciprocal vectors span the plane, so it vanishes for every real vector G as well. The choice G = D t with s = 1 then gives |D t|² = 0, hence D t = 0. A nonzero t of this kind exists exactly when det D = 0.

The pattern does not vanish altogether. If D were zero, its off-diagonal entries would give S₀₁ = θ and S₁₀ = −θ, and symmetry would force θ = 0. But θ² = νe² is positive. So D is nonzero and has a nonzero kernel vector: its rank and its nullity are both at least one, and they add up to two. The rank is one.

With the strain axes along the coordinate axes and θ = √ν e, everything is explicit:

D r = e(r₀ − √ν r₁)(1, √ν),
G · (D r) = e(G₀ + √ν G₁)(r₀ − √ν r₁).

All phases depend on position through the single combination r₀ − √ν r₁, and the stripes run along (√ν, 1). For ν = 1 this is your diagonal.

For continuum models of moiré bands, in this linearized geometry with uniform strain, the critical twist is where the moiré reciprocal vectors DᵀG become collinear and no longer span a two-dimensional Brillouin zone.

## Strains, phases and stripes as Lean definitions

The same argument is written in Lean 4 with Mathlib below. Vectors are functions `Fin 2 → ℝ`, so components are numbered 0 and 1 as above. `quarterTurn` is J, and `deformation S θ` is D, with the twist in radians and positive anticlockwise. Nothing in the file requires θ or S to be small. Smallness is the physical reason for using the linear expression, and finite rotations and strains would add higher-order terms.

`IsPrincipalStrain S a` says that S v = a v for some nonzero vector v. `moirePhase S θ G r` is G · (D r). `InvariantAlongLine S θ` says that one nonzero t leaves this number unchanged for every G, every starting point r and every real shift s. Here G ranges over all real vectors and no lattice is specified. Because the phase is linear in G, two independent reciprocal vectors would impose the same condition.

The main theorem, `moire_stripes`, assumes that S is symmetric, that e and ν are positive, and that e and −νe are principal strains. For every twist θ it states three things:

- det D = 0 if and only if θ² = νe²;
- all phases are constant along some line if and only if θ² = νe²;
- if θ² = νe², then D has rank one.

The axes of S are left free. `exists_critical_twist_iff` drops the assumption on principal strains: for a symmetric S, some twist makes D singular exactly when det S ≤ 0. That twist may be zero, and for S = 0 the deformation then vanishes entirely, so this theorem makes no statement about rank. `critical_phase` is the explicit formula for strain along the axes, stated for the twist √ν e and any ν ≥ 0. `moire_stripes_witness` confirms that the diagonal strain is symmetric and has the required principal strains, so `moire_stripes` applies to it for all positive e and ν.

The model has uniform strain and no atomic relaxation, and it contains no electronic Hamiltonian. "Stripes" means constancy along a line; whether the pattern repeats periodically across the stripes depends on the lattice and is left open.

```lean
import Mathlib

open Matrix

namespace MoireStripes

noncomputable section

/-- The quarter turn `J` of the plane, the generator of rotations. -/
def quarterTurn : Matrix (Fin 2) (Fin 2) ℝ := !![0, -1; 1, 0]

/-- The linearized relative deformation `D = S + θ J` of two layers with relative strain `S`
and small twist `θ`. -/
def deformation (S : Matrix (Fin 2) (Fin 2) ℝ) (θ : ℝ) : Matrix (Fin 2) (Fin 2) ℝ :=
  S + θ • quarterTurn

/-- The number `a` is a principal strain of `S`: `S v = a v` for some nonzero vector `v`. -/
def IsPrincipalStrain (S : Matrix (Fin 2) (Fin 2) ℝ) (a : ℝ) : Prop :=
  ∃ v : Fin 2 → ℝ, v ≠ 0 ∧ S *ᵥ v = a • v

/-- The moiré phase `G · (D r)` at position `r` for the reciprocal vector `G`. -/
def moirePhase (S : Matrix (Fin 2) (Fin 2) ℝ) (θ : ℝ) (G r : Fin 2 → ℝ) : ℝ :=
  G ⬝ᵥ (deformation S θ *ᵥ r)

/-- There is a direction `t` along which every moiré phase stays constant. -/
def InvariantAlongLine (S : Matrix (Fin 2) (Fin 2) ℝ) (θ : ℝ) : Prop :=
  ∃ t : Fin 2 → ℝ, t ≠ 0 ∧
    ∀ (G r : Fin 2 → ℝ) (s : ℝ), moirePhase S θ G (r + s • t) = moirePhase S θ G r

/-- Strain `e` along the first axis and `-ν e` along the second. -/
def uniaxialStrain (e ν : ℝ) : Matrix (Fin 2) (Fin 2) ℝ := !![e, 0; 0, -(ν * e)]

/-- For a symmetric strain, the twist adds `θ²` to the determinant of the deformation. -/
theorem det_deformation {S : Matrix (Fin 2) (Fin 2) ℝ} (hS : S.IsSymm) (θ : ℝ) :
    (deformation S θ).det = S.det + θ ^ 2 := by
  have h : S 1 0 = S 0 1 := hS.apply 0 1
  have h00 : deformation S θ 0 0 = S 0 0 := by simp [deformation, quarterTurn]
  have h01 : deformation S θ 0 1 = S 0 1 - θ := by
    simp [deformation, quarterTurn, sub_eq_add_neg]
  have h10 : deformation S θ 1 0 = S 1 0 + θ := by simp [deformation, quarterTurn]
  have h11 : deformation S θ 1 1 = S 1 1 := by simp [deformation, quarterTurn]
  rw [Matrix.det_fin_two, Matrix.det_fin_two, h00, h01, h10, h11, h]
  ring

/-- Two distinct principal strains multiply to the determinant of the strain. -/
theorem det_eq_mul_principal {S : Matrix (Fin 2) (Fin 2) ℝ} {a b : ℝ} (hab : a ≠ b)
    (ha : IsPrincipalStrain S a) (hb : IsPrincipalStrain S b) : S.det = a * b := by
  -- each principal strain solves the characteristic equation
  have key : ∀ c, IsPrincipalStrain S c →
      (S 0 0 - c) * (S 1 1 - c) - S 0 1 * S 1 0 = 0 := by
    rintro c ⟨v, hv, h⟩
    have h0 : S 0 0 * v 0 + S 0 1 * v 1 = c * v 0 := by
      simpa [Matrix.mulVec, dotProduct, Fin.sum_univ_two] using congrFun h 0
    have h1 : S 1 0 * v 0 + S 1 1 * v 1 = c * v 1 := by
      simpa [Matrix.mulVec, dotProduct, Fin.sum_univ_two] using congrFun h 1
    by_contra hp
    have p0 : ((S 0 0 - c) * (S 1 1 - c) - S 0 1 * S 1 0) * v 0 = 0 := by
      linear_combination (S 1 1 - c) * h0 - S 0 1 * h1
    have p1 : ((S 0 0 - c) * (S 1 1 - c) - S 0 1 * S 1 0) * v 1 = 0 := by
      linear_combination (S 0 0 - c) * h1 - S 1 0 * h0
    apply hv
    funext i
    fin_cases i
    · exact (mul_eq_zero.mp p0).resolve_left hp
    · exact (mul_eq_zero.mp p1).resolve_left hp
  have ka := key a ha
  have kb := key b hb
  -- their difference fixes the trace
  have hT : a + b - (S 0 0 + S 1 1) = 0 := by
    have hm : (a - b) * (a + b - (S 0 0 + S 1 1)) = 0 := by linear_combination ka - kb
    exact (mul_eq_zero.mp hm).resolve_left (sub_ne_zero.mpr hab)
  rw [Matrix.det_fin_two]
  linear_combination ka - a * hT

/-- A nonzero singular 2x2 matrix has rank one. -/
theorem rank_eq_one {M : Matrix (Fin 2) (Fin 2) ℝ} (hdet : M.det = 0) (hM : M ≠ 0) :
    M.rank = 1 := by
  obtain ⟨t, ht, hMt⟩ := Matrix.exists_mulVec_eq_zero_iff.mpr hdet
  have hker : 1 ≤ Module.finrank ℝ (LinearMap.ker M.mulVecLin) :=
    Submodule.one_le_finrank_iff.mpr
      ((Submodule.ne_bot_iff _).mpr ⟨t, by simpa using hMt, ht⟩)
  have hrange : 1 ≤ Module.finrank ℝ (LinearMap.range M.mulVecLin) := by
    refine Submodule.one_le_finrank_iff.mpr fun hb => hM ?_
    have hz := LinearMap.range_eq_bot.mp hb
    ext i j
    simpa using congrFun (LinearMap.congr_fun hz (Pi.single j 1)) i
  -- rank and nullity add up to two
  have hsum := M.mulVecLin.finrank_range_add_finrank_ker
  rw [Module.finrank_fin_fun] at hsum
  unfold Matrix.rank
  omega

/-- All moiré phases are constant along some line exactly when the deformation is singular. -/
theorem invariantAlongLine_iff (S : Matrix (Fin 2) (Fin 2) ℝ) (θ : ℝ) :
    InvariantAlongLine S θ ↔ (deformation S θ).det = 0 := by
  rw [← Matrix.exists_mulVec_eq_zero_iff]
  constructor
  · rintro ⟨t, ht, h⟩
    refine ⟨t, ht, ?_⟩
    -- test the invariance with `G = D t`
    have h1 := h (deformation S θ *ᵥ t) 0 1
    simp only [moirePhase, zero_add, one_smul, Matrix.mulVec_zero, dotProduct_zero] at h1
    exact dotProduct_self_eq_zero.mp h1
  · rintro ⟨t, ht, h⟩
    refine ⟨t, ht, fun G r s => ?_⟩
    simp only [moirePhase, Matrix.mulVec_add, Matrix.mulVec_smul, h, smul_zero, add_zero]

/-- Let a symmetric strain have principal strains `e` and `-ν e` with `e, ν > 0`. The deformation
is singular, and the moiré pattern constant along a line, exactly when `θ² = ν e²`; the
deformation then has rank one. -/
theorem moire_stripes {S : Matrix (Fin 2) (Fin 2) ℝ} (hS : S.IsSymm) {e ν : ℝ}
    (he : 0 < e) (hν : 0 < ν) (h1 : IsPrincipalStrain S e)
    (h2 : IsPrincipalStrain S (-(ν * e))) (θ : ℝ) :
    ((deformation S θ).det = 0 ↔ θ ^ 2 = ν * e ^ 2) ∧
    (InvariantAlongLine S θ ↔ θ ^ 2 = ν * e ^ 2) ∧
    (θ ^ 2 = ν * e ^ 2 → (deformation S θ).rank = 1) := by
  have hpos : 0 < ν * e := mul_pos hν he
  have hne : e ≠ -(ν * e) := by
    intro h
    linarith
  have hdet : (deformation S θ).det = 0 ↔ θ ^ 2 = ν * e ^ 2 := by
    rw [det_deformation hS, det_eq_mul_principal hne h1 h2]
    constructor
    · intro h
      linear_combination h
    · intro h
      linear_combination h
  refine ⟨hdet, (invariantAlongLine_iff S θ).trans hdet, fun h => ?_⟩
  refine rank_eq_one (hdet.mpr h) fun hD => ?_
  -- a vanishing deformation would have no antisymmetric part, hence no twist
  have hs : S 1 0 = S 0 1 := hS.apply 0 1
  have a : S 0 1 + -θ = 0 := by
    simpa [deformation, quarterTurn] using congrFun (congrFun hD 0) 1
  have b : S 1 0 + θ = 0 := by
    simpa [deformation, quarterTurn] using congrFun (congrFun hD 1) 0
  have hθ : θ = 0 := by linarith
  have hp : 0 < ν * e ^ 2 := by positivity
  rw [← h, hθ] at hp
  norm_num at hp

/-- A symmetric strain admits a twist with singular deformation exactly when its determinant
is not positive. -/
theorem exists_critical_twist_iff {S : Matrix (Fin 2) (Fin 2) ℝ} (hS : S.IsSymm) :
    (∃ θ : ℝ, (deformation S θ).det = 0) ↔ S.det ≤ 0 := by
  constructor
  · rintro ⟨θ, h⟩
    rw [det_deformation hS] at h
    linarith [sq_nonneg θ]
  · intro h
    refine ⟨√(-S.det), ?_⟩
    rw [det_deformation hS, Real.sq_sqrt (by linarith)]
    ring

/-- For strain `e` and `-ν e` along the axes, `ν ≥ 0`, and twist `√ν e`, every moiré phase
depends on position only through `r₀ - √ν r₁`. -/
theorem critical_phase (e : ℝ) {ν : ℝ} (hν : 0 ≤ ν) (G r : Fin 2 → ℝ) :
    moirePhase (uniaxialStrain e ν) (√ν * e) G r =
      e * (G 0 + √ν * G 1) * (r 0 - √ν * r 1) := by
  have hs : √ν ^ 2 = ν := Real.sq_sqrt hν
  simp [moirePhase, deformation, uniaxialStrain, quarterTurn, Matrix.mulVec, dotProduct,
    Fin.sum_univ_two]
  linear_combination e * G 1 * r 1 * hs

/-- The strain with `e` and `-ν e` along the axes is symmetric and has these two numbers as
principal strains. -/
theorem moire_stripes_witness (e ν : ℝ) :
    (uniaxialStrain e ν).IsSymm ∧ IsPrincipalStrain (uniaxialStrain e ν) e ∧
      IsPrincipalStrain (uniaxialStrain e ν) (-(ν * e)) := by
  refine ⟨?_, ⟨![1, 0], fun h => ?_, ?_⟩, ⟨![0, 1], fun h => ?_, ?_⟩⟩
  · ext i j
    fin_cases i <;> fin_cases j <;> simp [uniaxialStrain]
  · simpa using congrFun h 0
  · ext i
    fin_cases i <;> simp [uniaxialStrain, Matrix.mulVec, dotProduct, Fin.sum_univ_two]
  · simpa using congrFun h 1
  · ext i
    fin_cases i <;> simp [uniaxialStrain, Matrix.mulVec, dotProduct, Fin.sum_univ_two]

end

end MoireStripes
```

```lean
#print axioms MoireStripes.moire_stripes
#print axioms MoireStripes.exists_critical_twist_iff
#print axioms MoireStripes.critical_phase
```

```
'MoireStripes.moire_stripes' depends on axioms: [propext, Classical.choice, Quot.sound]
'MoireStripes.exists_critical_twist_iff' depends on axioms: [propext, Classical.choice, Quot.sound]
'MoireStripes.critical_phase' depends on axioms: [propext, Classical.choice, Quot.sound]
```

## From matrix entries to rank one

`det_deformation` computes the four entries of D, uses `hS.apply 0 1` to identify S₁₀ with S₀₁, and writes out both determinants with `Matrix.det_fin_two`; `ring` does the remaining algebra.

`det_eq_mul_principal` does not need S to be symmetric. Its inner statement `key` is p(c) = 0. The equations `h0` and `h1` are the two rows of S v = c v, and the two `linear_combination` lines are the eliminations that give p(c)v₀ = 0 and p(c)v₁ = 0. If p(c) were nonzero, both components of v would vanish, contrary to assumption. The step `hT` subtracts the equations for a and b and cancels a − b, which fixes the trace. The last line substitutes the trace to obtain det S = ab.

`rank_eq_one` takes a kernel vector from Mathlib's `Matrix.exists_mulVec_eq_zero_iff`, which says that a square matrix has determinant zero exactly when it sends some nonzero vector to zero. This makes the kernel at least one-dimensional. The range is also at least one-dimensional, since a map with zero range would send every basis vector to zero and the matrix would have only zero entries. Rank-nullity supplies the sum two, and `omega` concludes that the rank is one.

`invariantAlongLine_iff` uses the same criterion to replace the determinant condition by the existence of a kernel vector. In the forward direction the invariance is tested with G = D t, r = 0 and s = 1, and `dotProduct_self_eq_zero` turns |D t|² = 0 into D t = 0. In the other direction, linearity removes the term s D t from the phase.

`moire_stripes` puts these together. Positivity gives e ≠ −νe, so the two determinant lemmas yield `hdet`, the first of the three claims. Chaining it with `invariantAlongLine_iff` gives the second. For the third, `rank_eq_one` needs D ≠ 0. The supposition `hD` that D vanishes yields the two off-diagonal equations `a` and `b`; together with symmetry they force θ = 0, which contradicts νe² > 0.

In `exists_critical_twist_iff`, one direction uses θ² ≥ 0 and the other chooses θ = √(−det S). `critical_phase` expands the matrix product and needs only (√ν)² = ν to reach the factored form. The witness uses the coordinate vectors (1, 0) and (0, 1) as the two principal directions.
